# An invertible complex matrix has an invertible real combination of its real and imaginary parts

The lemma concerns a finite square complex matrix `U` with non-zero determinant, such as the matrix of a change of basis, not necessarily orthonormal, in a finite-dimensional space of quantum states. It states that for some real number t the real matrix Re U + t Im U, with the parts taken entry by entry, also has non-zero determinant; `U` need not be unitary. The attempt argues by contradiction: if the determinant vanished for every real t, then det(Re U + X Im U), a real polynomial in X, would be the zero polynomial. But its value at X = i is det U, which is not zero.

In Lean, a first try:

```lean
import Mathlib

open Matrix

namespace ExistsRealDetNeZero

variable {n : Type*} [Fintype n] [DecidableEq n]

/-- If a complex matrix is invertible, some real combination of its real and imaginary
parts is invertible as well. -/
theorem exists_real_det_ne_zero {U : Matrix n n ℂ} (hU : U.det ≠ 0) :
    ∃ t : ℝ, (U.map Complex.re + t • U.map Complex.im).det ≠ 0 := by
  by_contra! hcon
  -- the determinant as a real polynomial in the mixing parameter
  let M : Matrix n n (Polynomial ℝ) :=
    Matrix.of fun i j => Polynomial.C (U i j).re + Polynomial.X * Polynomial.C (U i j).im
  have hzero : M.det = 0 := by
    apply Polynomial.funext
    intro t
    have h1 : (Polynomial.evalRingHom t).mapMatrix M
        = U.map Complex.re + t • U.map Complex.im := by
      ext i j
      simp [M]
    have h2 := RingHom.map_det (Polynomial.evalRingHom t) M
    rw [h1, hcon t] at h2
    simpa using h2
  -- at the imaginary unit the polynomial returns the determinant of `U`
  have h3 : (Polynomial.eval₂RingHom Complex.ofRealHom Complex.I).mapMatrix M = U := by
    ext i j
    apply Complex.ext <;> simp [M]
  have h4 := RingHom.map_det (Polynomial.eval₂RingHom Complex.ofRealHom Complex.I) M
  rw [h3, hzero, map_zero] at h4
  exact hU h4.symm

end ExistsRealDetNeZero
```

Messages:

```
Main.lean:21:53: error: unsolved goals
n : Type u_1
inst✝¹ : Fintype n
inst✝ : DecidableEq n
U : Matrix n n ℂ
hU : U.det ≠ 0
hcon : ∀ (t : ℝ), (U.map Complex.re + t • U.map Complex.im).det = 0
M : Matrix n n (Polynomial ℝ) := of fun i j => Polynomial.C (U i j).re + Polynomial.X * Polynomial.C (U i j).im
t : ℝ
i j : n
⊢ (U i j).im * t = t * (U i j).im
```

The change, after which it compiles:

```diff
@@ -22,4 +22,5 @@
       ext i j
       simp [M]
+      ring
     have h2 := RingHom.map_det (Polynomial.evalRingHom t) M
     rw [h1, hcon t] at h2
```

What went wrong. The error lies in `h1`, which says that evaluating the polynomial matrix `M` at `t` gives Re U + t Im U. After `ext i j` this is an equation between real entries, and `simp [M]` reduces it to `(U i j).im * t = t * (U i j).im`, where it stops.

The two sides differ only in the order of the factors. `M` is written with `Polynomial.X * Polynomial.C (U i j).im`, but `simp` prefers constants to the left of `X` and swaps them by the simp lemma `Polynomial.X_mul_C`. Evaluation then gives `(U i j).im * t`. On the other side the scalar multiple `t • U.map Complex.im` becomes `t * (U i j).im`, with `t` first. Commutativity of multiplication is not among the rules `simp` uses by default to rewrite, so the goal stays open.

The added `ring` proves identities in commutative rings, this one included, and so closes the goal.
